# Tail potentials of logarithmic gradient functionals on an exponential density

Take the semilocal energy density

\[
e(n,g) = -g\,G\!\left(\ln(-g\,n^{-4/3})\right),\qquad n>0,\quad g<0,
\]

where \(n\) is a spherical electron density, \(g=dn/dr\) is its radial slope and \(G\) is a real function. On \(n(r)=A e^{-kr}\) with \(A,k>0\), let \(v\) be the radial potential \(e_n - r^{-2}(r^2e_g)'\), where subscripts denote partial derivatives, and set \(u(r)=\ln k-\tfrac13\ln A+\tfrac13 kr\). If \(G\) is twice differentiable above some threshold, and \(xG'(x)\to b\) and \(xG''(x)\to0\) as \(x\to\infty\), then

\[
r\,v(r)-2G(u(r))\;\to\;-3b\qquad (r\to\infty).
\]

For \(G=c\ln\), with \(c\) a real constant, this gives \(r v-2c\ln r\to c\,(2\ln(k/3)-3)\). For the constant \(G=-\tfrac12\), the potential is exactly \(-1/r\) at every \(r>0\). All quantities are in atomic units.

In electronic structure, the result gives a sufficient condition for an exchange potential to have the Coulomb tail \(-1/r\) on a spherical density that is a single exponential: \(G\to-\tfrac12\), with \(b=0\). The AK13 exchange functional has a leading large-gradient term with linear \(G\) and a weaker one with logarithmic \(G\), up to constants and shifts of the argument. The limits here concern the logarithmic type; a linear \(G\) violates the condition on \(xG'\).

## The potential in closed form

Write \(x=\ln(-g\,n^{-4/3})=\ln(-g)-\tfrac43\ln n\). Then \(\partial x/\partial n=-4/(3n)\) and \(\partial x/\partial g=1/g\), so

\[
e_n=\frac43\,\frac gn\,G'(x),\qquad e_g=-G(x)-G'(x).
\]

On the exponential density \(g=-kn\), and \(\ln n=\ln A-kr\). Hence

\[
x=\ln k+\ln n-\tfrac43\ln n=\ln k-\tfrac13\ln A+\tfrac13kr=u(r),
\]

with \(u'=k/3\). The local term becomes \(e_n=-\tfrac43kG'(u)\), and the divergence term is

\[
\frac1{r^2}\left(r^2e_g\right)'=-\frac{2}{r}\left(G(u)+G'(u)\right)-\frac k3\left(G'(u)+G''(u)\right).
\]

Subtracting it from \(e_n\) gives

\[
v=-kG'(u)+\frac k3G''(u)+\frac2r\left(G(u)+G'(u)\right).
\]

For \(G=-\tfrac12\) only \(2G/r=-1/r\) survives.

## Large distances

Multiply by \(r\) and move the term in \(G\) to the left:

\[
r v-2G(u)=-k\,\frac ru\,uG'(u)+\frac k3\,\frac ru\,uG''(u)+\frac2u\,uG'(u).
\]

Since \(u\) is linear in \(r\) with slope \(k/3\), \(u\to\infty\) and \(r/u\to3/k\). The three terms tend to \(-3b\), \(0\) and \(0\).

For \(G=c\ln\) we have \(xG'=c\) and \(xG''=-c/x\to0\), so \(b=c\). Moreover \(\ln u-\ln r=\ln(u/r)\to\ln(k/3)\), and replacing \(2c\ln u\) by \(2c\ln r\) adds \(2c\ln(k/3)\) to the limit. If instead \(G\to L\) for a real number \(L\), and \(b=0\), then \(rv\to2L\). The Coulomb tail \(-1/r\) corresponds to \(L=-\tfrac12\).

## The tail on a radial grid

Density-functional codes commonly supply derivatives with respect to \(n\) and \(\sigma=|\nabla n|^2\). For a spherical density \(\sigma=g^2\), so \(e_g=2g\,e_\sigma\), and a radial program can form the flux \(r^2e_g\), differentiate it and divide by \(r^2\). If the functional is instead evaluated from \(n\) and \(g\) directly, \(n^{-4/3}\) can overflow far out although \(-g\,n^{-4/3}\) is still representable; the split form \(\ln(-g)-\tfrac43\ln n\) avoids this as long as \(n\) and \(g\) themselves are representable. It does not help when only \(\sigma\) is passed, because in double precision \(g^2\) underflows on such a tail before \(n^{-4/3}\) overflows. To check a logarithmic functional, compare the difference \(rv-2c\ln r\) with its limit: for \(c\neq0\) the ratio \(rv/(2c\ln r)\) approaches 1 only logarithmically in general.

## Energy density, tail and potential as Lean functions

All quantities are real numbers or real functions.

```lean
import Mathlib

open Filter Topology

namespace GradientLogFunctional

noncomputable section
```

The gradient variable takes the density and the signed slope as separate arguments. The sign convention \(g<0\), a density falling outwards, enters as a hypothesis of the theorems.

```lean
/-- The logarithmic gradient variable `ln(-g n^(-4/3))`, for density `n > 0` and radial
slope `g < 0`. -/
def gradArg (n g : ℝ) : ℝ := Real.log (-g * n ^ (-(4 / 3) : ℝ))
```

The function `G` is an argument of the energy density, so one definition covers the whole family.

```lean
/-- The semilocal energy density `e(n,g) = -g G(ln(-g n^(-4/3)))`, for `n > 0` and `g < 0`. -/
def energyDensity (G : ℝ → ℝ) (n g : ℝ) : ℝ := -g * G (gradArg n g)
```

The model density has no power of \(r\) in front of the exponential, unlike a general atomic tail.

```lean
/-- The exponential density `n(r) = A exp(-kr)`. -/
def density (A k r : ℝ) : ℝ := A * Real.exp (-(k * r))
```

`potential` is the radial Euler–Lagrange expression. Its first `deriv` varies the density at fixed slope. The inner `deriv` of the second term varies the slope at fixed density, and the outer one is the total derivative along \(r\). The expression is taken as the definition of the potential; the variation of an energy integral that leads to it is not carried out. Because `deriv` returns 0 where a function is not differentiable, the differentiability hypotheses below are what give these terms their intended meaning.

```lean
/-- The radial functional derivative `v = e_n - r^(-2) (r² e_g)'` of an energy density `e(n,n')`
at a spherical density `n`, for `r > 0`. -/
def potential (e : ℝ → ℝ → ℝ) (n : ℝ → ℝ) (r : ℝ) : ℝ :=
  deriv (fun m => e m (deriv n r)) (n r)
    - deriv (fun s => s ^ 2 * deriv (fun g => e (n s) g) (deriv n s)) r / r ^ 2
```

`tailArg A k r` is \(u(r)\).

```lean
/-- The linear function `u(r) = ln k - (ln A)/3 + kr/3`, for `A, k > 0`. -/
def tailArg (A k r : ℝ) : ℝ := Real.log k - Real.log A / 3 + k * r / 3
```

## Partial derivatives at fixed density and fixed slope

The first lemma splits the logarithm, for \(n>0\) and \(g<0\).

```lean
variable {A k a b c L r n g d : ℝ} {G G' G'' : ℝ → ℝ}

/-- For `n > 0` and `g < 0` the gradient variable splits into `ln(-g) - (4/3) ln n`. -/
theorem gradArg_eq (hn : 0 < n) (hg : g < 0) :
    gradArg n g = Real.log (-g) - 4 / 3 * Real.log n := by
  unfold gradArg
  rw [Real.log_mul (neg_pos.mpr hg).ne' (Real.rpow_pos_of_pos hn _).ne', Real.log_rpow hn]
  ring
```

Here `d` stands for \(G'(x)\) at the gradient variable. The split form holds for all densities near `n`, so it can be differentiated in place of the original, and the chain rule then gives \(e_n\).

```lean
/-- For `n > 0` and `g < 0`, the density derivative is `e_n = (4/3)(g/n) G'`, where `G'` is the
derivative of `G` at the gradient variable. -/
theorem hasDerivAt_density_slot (hn : 0 < n) (hg : g < 0) (hG : HasDerivAt G d (gradArg n g)) :
    HasDerivAt (fun m => energyDensity G m g) (4 / 3 * (g / n) * d) n := by
  have h : HasDerivAt (fun m => gradArg m g) (-(4 / 3 * n⁻¹)) n := by
    refine (((Real.hasDerivAt_log hn.ne').const_mul (4 / 3)).const_sub
      (Real.log (-g))).congr_of_eventuallyEq ?_
    filter_upwards [Ioi_mem_nhds hn] with m hm
    exact gradArg_eq hm hg
  exact ((hG.comp n h).const_mul (-g)).congr_deriv (by ring)
```

The slope derivative also needs the product rule, since \(g\) appears both in front of \(G\) and inside it. The final `linear_combination` uses \(g\,g^{-1}=1\) to cancel the factor from the logarithm.

```lean
/-- For `n > 0` and `g < 0`, the slope derivative is `e_g = -G - G'`, both taken at the gradient
variable. -/
theorem hasDerivAt_slope_slot (hn : 0 < n) (hg : g < 0) (hG : HasDerivAt G d (gradArg n g)) :
    HasDerivAt (fun x => energyDensity G n x) (-G (gradArg n g) - d) g := by
  have h : HasDerivAt (fun x => gradArg n x) (-1 / -g) g := by
    refine (((hasDerivAt_id' g).fun_neg.log (neg_pos.mpr hg).ne').sub_const
      (4 / 3 * Real.log n)).congr_of_eventuallyEq ?_
    filter_upwards [Iio_mem_nhds hg] with x hx
    exact gradArg_eq hn hx
  have hgg : g * g⁻¹ = 1 := mul_inv_cancel₀ hg.ne
  refine ((hasDerivAt_id' g).fun_neg.fun_mul (hG.comp g h)).congr_deriv ?_
  simp only [Function.comp_apply, neg_div_neg_eq, one_div]
  linear_combination (-d) * hgg
```

## The exponential density

Positivity and \(n'=-kn\) supply the signs that the partial derivatives require.

```lean
theorem density_pos (hA : 0 < A) (r : ℝ) : 0 < density A k r :=
  mul_pos hA (Real.exp_pos _)

theorem deriv_density (A k r : ℝ) : deriv (density A k) r = -k * density A k r := by
  have h : HasDerivAt (density A k) (A * (Real.exp (-(k * r)) * (-(k * 1)))) r :=
    (((hasDerivAt_id' r).const_mul k).fun_neg.exp).const_mul A
  rw [h.deriv, density]
  ring
```

With these, the gradient variable along the tail reduces to \(u(r)\).

```lean
/-- On the density `A exp(-kr)` with `A, k > 0`, the gradient variable is the linear function
`ln k - (ln A)/3 + kr/3`. -/
theorem gradArg_density (hA : 0 < A) (hk : 0 < k) (r : ℝ) :
    gradArg (density A k r) (deriv (density A k) r) = tailArg A k r := by
  have hn : 0 < density A k r := density_pos hA r
  have hl : Real.log (density A k r) = Real.log A - k * r := by
    unfold density
    rw [Real.log_mul hA.ne' (Real.exp_pos _).ne', Real.log_exp]
    ring
  have hs : -(-k * density A k r) = k * density A k r := by ring
  rw [deriv_density, gradArg_eq hn (by have := mul_pos hk hn; linarith), hs,
    Real.log_mul hk.ne' hn.ne', hl, tailArg]
  ring
```

## A derivative inside a derivative

In the next theorem `G'` and `G''` are names of functions, tied to `G` by `HasDerivAt` at every point above `a`. The threshold admits the logarithm, with `a = 0`. The formula holds at each \(r>0\) with \(u(r)>a\), not just asymptotically.

The proof turns on `Filter.EventuallyEq.deriv_eq`, used as `h2.deriv_eq`. The flux \(s^2e_g\) contains a `deriv` of its own and must be differentiated again at \(r\). Knowing the value of \(e_g\) at \(r\) alone would not suffice, because two functions can agree at a point and have different slopes there. The notation `=ᶠ[𝓝 r]` in `h2` says that the flux and its closed form agree throughout some neighbourhood of \(r\). Such a neighbourhood exists because \(u\) is continuous and \(u(r)>a\), so \(u(s)>a\) for all \(s\) near \(r\). Functions that agree in this sense have the same derivative at \(r\).

The step `h1` is the local term, `h3` differentiates the closed flux, and `field_simp` with `ring` collects the terms.

```lean
/-- Let `G` be twice differentiable above `a`. On the density `A exp(-kr)` with `A, k > 0`, at any
`r > 0` with `u(r) > a`, the potential is `v = -k G'(u) + k G''(u)/3 + 2 (G(u) + G'(u))/r`. -/
theorem potential_formula (hA : 0 < A) (hk : 0 < k) (hr : 0 < r) (ha : a < tailArg A k r)
    (hG : ∀ x, a < x → HasDerivAt G (G' x) x) (hG' : ∀ x, a < x → HasDerivAt G' (G'' x) x) :
    potential (energyDensity G) (density A k) r =
      -k * G' (tailArg A k r) + k * G'' (tailArg A k r) / 3
        + 2 * (G (tailArg A k r) + G' (tailArg A k r)) / r := by
  have hn : ∀ s, 0 < density A k s := density_pos hA
  have hneg : ∀ s, deriv (density A k) s < 0 := fun s => by
    rw [deriv_density]
    have := mul_pos hk (hn s)
    linarith
  have hu : HasDerivAt (tailArg A k) (k / 3) r :=
    ((((hasDerivAt_id' r).const_mul k).div_const 3).const_add
      (Real.log k - Real.log A / 3)).congr_deriv (by ring)
  -- the local term e_n
  have h1 : deriv (fun m => energyDensity G m (deriv (density A k) r)) (density A k r)
      = -(4 / 3) * k * G' (tailArg A k r) := by
    rw [(hasDerivAt_density_slot (hn r) (hneg r)
      (by rw [gradArg_density hA hk]; exact hG _ ha)).deriv, deriv_density,
      mul_div_cancel_right₀ _ (hn r).ne']
    ring
  -- the flux r² e_g near r
  have h2 : (fun s => s ^ 2 * deriv (fun g => energyDensity G (density A k s) g)
      (deriv (density A k) s)) =ᶠ[𝓝 r]
      fun s => s ^ 2 * (-G (tailArg A k s) - G' (tailArg A k s)) := by
    filter_upwards [hu.continuousAt.preimage_mem_nhds (Ioi_mem_nhds ha)] with s hs
    rw [(hasDerivAt_slope_slot (hn s) (hneg s)
      (by rw [gradArg_density hA hk]; exact hG _ hs)).deriv, gradArg_density hA hk]
  have h3 : HasDerivAt (fun s => s ^ 2 * (-G (tailArg A k s) - G' (tailArg A k s)))
      (2 * r * (-G (tailArg A k r) - G' (tailArg A k r))
        + r ^ 2 * (-(G' (tailArg A k r) * (k / 3)) - G'' (tailArg A k r) * (k / 3))) r :=
    ((hasDerivAt_pow 2 r).fun_mul
      (((hG _ ha).comp r hu).fun_neg.fun_sub ((hG' _ ha).comp r hu))).congr_deriv (by
        simp only [Function.comp_apply]
        norm_num)
  unfold potential
  rw [h1, h2.deriv_eq, h3.deriv]
  field_simp
  ring
```

## Limits at infinity

`Tendsto f atTop (𝓝 l)` says that \(f(r)\to l\) as \(r\to\infty\). First, \(u\) itself grows without bound.

```lean
theorem tendsto_tailArg (hk : 0 < k) : Tendsto (tailArg A k) atTop atTop := by
  have h := tendsto_atTop_add_const_left atTop (Real.log k - Real.log A / 3)
    (tendsto_id.const_mul_atTop (by positivity : 0 < k / 3))
  refine h.congr fun r => ?_
  simp only [tailArg, id]
  ring
```

The ratio follows from the identity \(r/u=\tfrac3k-\tfrac3k\left(\ln k-\tfrac13\ln A\right)/u\), valid once \(u>0\).

```lean
theorem tendsto_ratio (hk : 0 < k) :
    Tendsto (fun r => r / tailArg A k r) atTop (𝓝 (3 / k)) := by
  have hu := tendsto_tailArg (A := A) hk
  have h := ((tendsto_inv_atTop_zero.comp hu).const_mul
    (3 / k * (Real.log k - Real.log A / 3))).const_sub (3 / k)
  rw [mul_zero, sub_zero] at h
  refine h.congr' ?_
  filter_upwards [hu.eventually_gt_atTop 0] with r hr
  have hk3 : 3 / k * k = 3 := div_mul_cancel₀ 3 hk.ne'
  simp only [Function.comp_apply]
  rw [eq_div_iff hr.ne', sub_mul, mul_assoc _ (tailArg A k r)⁻¹, inv_mul_cancel₀ hr.ne', tailArg]
  linear_combination (r / 3) * hk3
```

The general theorem assembles `h` from the three products in the derivation by hand. `hl` evaluates their combined limit as \(-3b\), and `filter_upwards` restricts attention to radii where \(r>0\), \(u>a\) and \(u>0\), at which the closed formula applies.

```lean
/-- Let `G` be twice differentiable above `a`, with `x G'(x)` tending to `b` and `x G''(x)` to `0`
at infinity. On `A exp(-kr)` with `A, k > 0`, `r v(r) - 2 G(u(r))` tends to `-3b`. -/
theorem potential_asymptotics (hA : 0 < A) (hk : 0 < k)
    (hG : ∀ x, a < x → HasDerivAt G (G' x) x) (hG' : ∀ x, a < x → HasDerivAt G' (G'' x) x)
    (hb : Tendsto (fun x => x * G' x) atTop (𝓝 b))
    (h0 : Tendsto (fun x => x * G'' x) atTop (𝓝 0)) :
    Tendsto (fun r => r * potential (energyDensity G) (density A k) r - 2 * G (tailArg A k r))
      atTop (𝓝 (-3 * b)) := by
  have hu := tendsto_tailArg (A := A) hk
  have hq := tendsto_ratio (A := A) hk
  have h := (((hq.mul (hb.comp hu)).const_mul (-k)).add
    ((hq.mul (h0.comp hu)).const_mul (k / 3))).add
    (((tendsto_inv_atTop_zero.comp hu).mul (hb.comp hu)).const_mul 2)
  have hk3 : 3 / k * k = 3 := div_mul_cancel₀ 3 hk.ne'
  have hl : -k * (3 / k * b) + k / 3 * (3 / k * 0) + 2 * (0 * b) = -3 * b := by
    linear_combination (-b) * hk3
  rw [hl] at h
  refine h.congr' ?_
  filter_upwards [eventually_gt_atTop 0, hu.eventually_gt_atTop a,
    hu.eventually_gt_atTop 0] with r hr ha hp
  have hp' := hp.ne'
  rw [potential_formula hA hk hr ha hG hG']
  simp only [Function.comp_apply]
  field_simp
  ring
```

For the logarithm, `hb` and `h0` check the two decay conditions. The limit `hq` is \(\ln(u/r)\to\ln(k/3)\), which exchanges \(\ln u\) for \(\ln r\).

```lean
/-- For `G = c ln` and the density `A exp(-kr)` with `A, k > 0`, `r v(r) - 2c ln r` tends to
`c (2 ln(k/3) - 3)`. -/
theorem log_asymptotics (hA : 0 < A) (hk : 0 < k) (c : ℝ) :
    Tendsto (fun r => r * potential (energyDensity fun x => c * Real.log x) (density A k) r
      - 2 * c * Real.log r) atTop (𝓝 (c * (2 * Real.log (k / 3) - 3))) := by
  have hb : Tendsto (fun x : ℝ => x * (c * x⁻¹)) atTop (𝓝 c) := by
    refine tendsto_const_nhds.congr' ?_
    filter_upwards [eventually_gt_atTop 0] with x hx
    field_simp
  have h0 : Tendsto (fun x : ℝ => x * (c * -(x ^ 2)⁻¹)) atTop (𝓝 0) := by
    have h : Tendsto (fun x : ℝ => -c * x⁻¹) atTop (𝓝 (-c * 0)) :=
      tendsto_inv_atTop_zero.const_mul (-c)
    rw [mul_zero] at h
    refine h.congr' ?_
    filter_upwards [eventually_gt_atTop 0] with x hx
    field_simp
  have h := potential_asymptotics (a := 0) (G := fun x => c * Real.log x) hA hk
    (fun x hx => (Real.hasDerivAt_log hx.ne').const_mul c)
    (fun x hx => (hasDerivAt_inv hx.ne').const_mul c) hb h0
  -- replace ln u by ln r, using u/r → k/3
  have hq := ((tendsto_ratio (A := A) hk).inv₀ (by positivity)).log (by positivity)
  simp only [inv_div] at hq
  have hs := h.add (hq.const_mul (2 * c))
  have hl : -3 * c + 2 * c * Real.log (k / 3) = c * (2 * Real.log (k / 3) - 3) := by ring
  rw [hl] at hs
  refine hs.congr' ?_
  filter_upwards [eventually_gt_atTop 0,
    (tendsto_tailArg (A := A) hk).eventually_gt_atTop 0] with r hr hp
  simp only [Real.log_div hp.ne' hr.ne']
  ring
```

When \(G\) has a finite limit `L`, adding \(2G(u)\to2L\) to the general theorem with \(b=0\) gives the Coulomb-type tail.

```lean
/-- Let `G` be twice differentiable above `a` and tend to `L`, with `x G'(x)` and `x G''(x)`
tending to `0` at infinity. On `A exp(-kr)` with `A, k > 0`, `r v(r)` tends to `2L`. -/
theorem coulomb_tail (hA : 0 < A) (hk : 0 < k)
    (hG : ∀ x, a < x → HasDerivAt G (G' x) x) (hG' : ∀ x, a < x → HasDerivAt G' (G'' x) x)
    (hL : Tendsto G atTop (𝓝 L)) (h1 : Tendsto (fun x => x * G' x) atTop (𝓝 0))
    (h2 : Tendsto (fun x => x * G'' x) atTop (𝓝 0)) :
    Tendsto (fun r => r * potential (energyDensity G) (density A k) r) atTop (𝓝 (2 * L)) := by
  have h := (potential_asymptotics hA hk hG hG' h1 h2).add
    ((hL.comp (tendsto_tailArg (A := A) hk)).const_mul 2)
  rw [mul_zero, zero_add] at h
  refine h.congr fun r => ?_
  simp only [Function.comp_apply]
  ring
```

The constant case uses the closed formula directly, with a threshold placed just below \(u(r)\), so the equality holds at every positive radius.

```lean
/-- For the constant `G = -1/2` and the density `A exp(-kr)` with `A, k > 0`, the potential equals
`-1/r` at every `r > 0`. -/
theorem exact_coulomb (hA : 0 < A) (hk : 0 < k) (hr : 0 < r) :
    potential (energyDensity fun _ => -1 / 2) (density A k) r = -1 / r := by
  rw [potential_formula (a := tailArg A k r - 1) (G' := fun _ => 0) (G'' := fun _ => 0)
    hA hk hr (by linarith) (fun x _ => hasDerivAt_const x _) (fun x _ => hasDerivAt_const x _)]
  ring

end

end GradientLogFunctional
```

```lean
#print axioms GradientLogFunctional.gradArg_density
#print axioms GradientLogFunctional.log_asymptotics
#print axioms GradientLogFunctional.coulomb_tail
#print axioms GradientLogFunctional.exact_coulomb
```

```
'GradientLogFunctional.gradArg_density' depends on axioms: [propext, Classical.choice, Quot.sound]
'GradientLogFunctional.log_asymptotics' depends on axioms: [propext, Classical.choice, Quot.sound]
'GradientLogFunctional.coulomb_tail' depends on axioms: [propext, Classical.choice, Quot.sound]
'GradientLogFunctional.exact_coulomb' depends on axioms: [propext, Classical.choice, Quot.sound]
```
